# A Four-Site Hückel Ring Closure: Two Nonbonding Orbitals at One Disrotatory Point, None on the Conrotatory Path

The closure of butadiene to cyclobutene is described here by one number t and one sign s. The number t weakens the two outer π bonds while it strengthens the contact between the chain ends, and s records whether the end orbitals meet in phase (disrotation, s = 1) or out of phase (conrotation, s = −1). With the sites numbered 0, 1, 2, 3 along the chain, the hoppings are

h01 = h23 = cos t,  h12 = 1,  h30 = s sin t,  0 ≤ t ≤ π/2.

On this path the disrotatory matrix has exactly one point with nonbonding orbitals, and there are two of them. The conrotatory matrix has none, and its levels stay at least (√5 − 1)/2 away from the nonbonding energy, in units of the central hopping. In this non-interacting, one-parameter model, that is the frontier-orbital contrast behind the Woodward–Hoffmann preference for thermal conrotation with four electrons. The selection rule itself also concerns electron counts and total energies, which do not enter here.

## Hoppings tied to a single angle

At t = 0 the matrix is that of an open chain with three equal bonds. At t = π/2 it describes two separate bonds, 1–2 and 3–0, standing for the remaining π bond and the new σ bond. Giving these equal strength is an idealisation, and the cosine and sine are postulated as a smooth interpolation, not derived from a molecular geometry. The zero diagonal says that all four sites have the same energy. Overlap and electron repulsion are absent.

Energies are measured from the site energy α in units of the central hopping β, so a level x stands for E = α + xβ. Since β is negative, positive x is bonding.

```lean
import Mathlib

open Real Matrix

namespace ElectrocyclicHueckelPath

noncomputable section

/-- Hückel matrix of the four-site path, with energies measured from the site energy in units of the
central hopping. The ring-closing hopping is `s * sin t`; for `t` in `[0, π/2]`, `s = 1` is the
disrotatory path and `s = -1` the conrotatory (Möbius) path. -/
def pathH (s t : ℝ) : Matrix (Fin 4) (Fin 4) ℝ :=
  !![0, cos t, 0, s * sin t;
     cos t, 0, 1, 0;
     0, 1, 0, cos t;
     s * sin t, 0, cos t, 0]
```

In Lean, `Fin 4` numbers the sites from 0 to 3, and `s` may be any real number until a theorem fixes it.

One constant recurs below:

g = (√5 − 1)/2 ≈ 0.618,  g² + g = 1.

It will be both the value of sin t at the disrotatory degeneracy and the distance of the open chain's frontier levels from zero.

```lean
/-- The number `(√5 - 1) / 2`. -/
def gold : ℝ := (√5 - 1) / 2

/-- The number `gold` lies strictly between 0 and 1 and solves `g² + g = 1`. -/
theorem gold_spec : 0 < gold ∧ gold < 1 ∧ gold ^ 2 + gold = 1 := by
  have h5 : √5 ^ 2 = 5 := Real.sq_sqrt (by norm_num)
  have h0 : 0 ≤ √5 := Real.sqrt_nonneg 5
  unfold gold
  refine ⟨?_, ?_, ?_⟩
  · nlinarith
  · nlinarith
  · linear_combination h5 / 4
```

All three properties rest on (√5)² = 5. The lower bound also needs √5 ≥ 0, which rules out the negative square root of 5.

Write a = cos t and b = s sin t. In the determinant of H, only permutations that move every site along a bond contribute. The pairing 01, 23 gives a⁴, the pairing 12, 30 gives b², and the two directions around the ring each give −a²b. Hence

det H = a⁴ + b² − 2a²b = (a² − b)² = (cos² t − s sin t)².

```lean
/-- The determinant of the Hückel matrix is the square of `cos² t - s sin t`. -/
theorem det_pathH (s t : ℝ) :
    (pathH s t).det = (cos t ^ 2 - s * sin t) ^ 2 := by
  simp [pathH, Matrix.det_succ_row_zero, Fin.sum_univ_succ, Fin.succAbove]
  ring
```

The Lean proof expands along the first row and lets `ring` collect the same terms.

For det(x·1 − H), the identity permutation adds x⁴, and each bond exchanged on its own adds −h²x². There are no triangles, so no odd powers appear:

det(x·1 − H) = x⁴ − (1 + 2a² + b²)x² + (a² − b)².

```lean
/-- The secular determinant is a quadratic polynomial in the squared energy `x²`. -/
theorem secular_pathH (s t x : ℝ) :
    (x • (1 : Matrix (Fin 4) (Fin 4) ℝ) - pathH s t).det =
      x ^ 4 - (1 + 2 * cos t ^ 2 + s ^ 2 * sin t ^ 2) * x ^ 2
        + (cos t ^ 2 - s * sin t) ^ 2 := by
  have h : x • (1 : Matrix (Fin 4) (Fin 4) ℝ) - pathH s t =
      !![x, -cos t, 0, -(s * sin t);
         -cos t, x, -1, 0;
         0, -1, x, -cos t;
         -(s * sin t), 0, -cos t, x] := by
    ext i j
    fin_cases i <;> fin_cases j <;> simp [pathH]
  rw [h]
  simp [Matrix.det_succ_row_zero, Fin.sum_univ_succ, Fin.succAbove]
  ring
```

The proof first writes out the entries of x·1 − H and then expands as before. The equal site energies matter here: with unequal ones, the secular polynomial would in general contain odd powers of x, and the levels would no longer come in pairs ±x.

## The balance cos² t = s sin t

This condition says that the two ways of pairing the four sites into bonds have equal weight: the product of the outer hoppings equals the product of the central and closing ones. To see its effect, apply H to amplitudes v0, v1, v2, v3. A nonbonding orbital satisfies

a v1 + b v3 = 0
a v0 + v2 = 0
v1 + a v3 = 0
b v0 + a v2 = 0.

The two middle equations give v2 = −a v0 and v1 = −a v3. Put into the outer two, they leave

(b − a²) v3 = 0,  (b − a²) v0 = 0.

If a² = b, both end amplitudes are free and the solution space has dimension two. Without the balance, both end amplitudes vanish, the inner ones follow, and there is no nonbonding orbital at all. Dimension one never occurs.

```lean
/-- The action of the Hückel matrix on the orbital amplitudes, site by site. -/
theorem pathH_mulVec (s t : ℝ) (v : Fin 4 → ℝ) :
    pathH s t *ᵥ v =
      ![cos t * v 1 + s * sin t * v 3, cos t * v 0 + v 2,
        v 1 + cos t * v 3, s * sin t * v 0 + cos t * v 2] := by
  ext i
  fin_cases i <;> simp [pathH, Matrix.mulVec, dotProduct, Fin.sum_univ_four]

/-- Whenever `cos² t = s sin t`, the nonbonding orbitals form a two-dimensional space. -/
theorem finrank_nonbonding (s t : ℝ) (h : cos t ^ 2 = s * sin t) :
    Module.finrank ℝ (LinearMap.ker (pathH s t).mulVecLin) = 2 := by
  -- the amplitudes on the two end sites are free and determine the inner ones
  let f : (ℝ × ℝ) →ₗ[ℝ] (Fin 4 → ℝ) :=
    { toFun := fun p => ![p.1, -cos t * p.2, -cos t * p.1, p.2]
      map_add' := by
        intro p q
        ext i
        fin_cases i <;> simp <;> ring
      map_smul' := by
        intro r p
        ext i
        fin_cases i <;> simp <;> ring }
  have hf : Function.Injective f := by
    intro p q hpq
    exact Prod.ext (congrFun hpq 0) (congrFun hpq 3)
  have hr : LinearMap.range f = LinearMap.ker (pathH s t).mulVecLin := by
    ext v
    rw [LinearMap.mem_range, LinearMap.mem_ker, Matrix.mulVecLin_apply, pathH_mulVec]
    constructor
    · rintro ⟨p, rfl⟩
      ext i
      fin_cases i
      · change cos t * (-cos t * p.2) + s * sin t * p.2 = 0
        linear_combination -p.2 * h
      · change cos t * p.1 + -cos t * p.1 = 0
        ring
      · change -cos t * p.2 + cos t * p.2 = 0
        ring
      · change s * sin t * p.1 + cos t * (-cos t * p.1) = 0
        linear_combination -p.1 * h
    · intro hv
      have h1 : cos t * v 0 + v 2 = 0 := congrFun hv 1
      have h2 : v 1 + cos t * v 3 = 0 := congrFun hv 2
      refine ⟨(v 0, v 3), ?_⟩
      ext i
      fin_cases i
      · rfl
      · change -cos t * v 3 = v 1
        linear_combination -h2
      · change -cos t * v 0 = v 2
        linear_combination -h1
      · rfl
  rw [← hr, LinearMap.finrank_range_of_inj hf]
  simp
```

The nonbonding space appears in Lean as `LinearMap.ker (pathH s t).mulVecLin`, the real amplitude vectors that H sends to zero, and `Module.finrank` is its dimension. The map `f` sends two end amplitudes to the full orbital of the hand solution. It is injective because components 0 and 3 return its input. The proof then shows that its range is the kernel. The hypothesis `h` is used in rows 0 and 3, when checking that every vector built by `f` is annihilated; the reverse inclusion needs only rows 1 and 2.

## In-phase closure on the interval [0, π/2]

Setting s = 1 means that the ends meet with the same sign as the other bonds. The balance then becomes, with u = sin t,

1 − u² = u,

and since g² + g = 1,

u² + u − 1 = (u − g)(u + g + 1) = 0.

The second factor is positive for u ≥ 0, so u = g. Conversely, u = g gives cos² t = 1 − g² = g = sin t, which is the balance.

```lean
/-- On the disrotatory path with `t` in `[0, π/2]`, there is a two-dimensional space of
nonbonding orbitals exactly when `sin t = (√5 - 1) / 2`. -/
theorem disrotatory_crossing_iff {t : ℝ} (ht : t ∈ Set.Icc 0 (π / 2)) :
    Module.finrank ℝ (LinearMap.ker (pathH 1 t).mulVecLin) = 2 ↔ sin t = gold := by
  obtain ⟨g0, -, hg⟩ := gold_spec
  have hcs := Real.sin_sq_add_cos_sq t
  have hu : 0 ≤ sin t :=
    Real.sin_nonneg_of_nonneg_of_le_pi ht.1 (by linarith [ht.2, Real.pi_pos])
  constructor
  · intro h
    have hne : LinearMap.ker (pathH 1 t).mulVecLin ≠ ⊥ := by
      intro hb
      rw [hb, finrank_bot] at h
      norm_num at h
    -- a nonbonding orbital makes the determinant vanish
    obtain ⟨v, hv, hv0⟩ := Submodule.exists_mem_ne_zero_of_ne_bot hne
    have hd : (pathH 1 t).det = 0 :=
      Matrix.exists_mulVec_eq_zero_iff.mp ⟨v, hv0, hv⟩
    rw [det_pathH] at hd
    have hc : cos t ^ 2 - 1 * sin t = 0 := pow_eq_zero_iff (two_ne_zero) |>.mp hd
    have hprod : (sin t - gold) * (sin t + gold + 1) = 0 := by
      linear_combination hcs - hc - hg
    rcases mul_eq_zero.mp hprod with h1 | h1
    · linarith
    · linarith
  · intro h
    apply finrank_nonbonding
    rw [h] at hcs ⊢
    linear_combination hcs - hg
```

From left to right, the theorem starts with a two-dimensional kernel, takes a nonzero vector from it, and concludes that the determinant vanishes. The formula for det H then gives the quadratic equation, whose factored form is `hprod`. From right to left, it supplies the balance to `finrank_nonbonding`.

The interval `Set.Icc 0 (π / 2)` represents the whole closure, end points included. In the equivalence it serves only to give sin t ≥ 0 and so to discard the root −1 − g. That root lies below −1 and could not be a sine anyway, so the equivalence does not depend on the interval. Uniqueness of t does: π − t has the same sine as t, and a longer range could meet the degeneracy twice.

```lean
/-- The disrotatory path has a two-dimensional space of nonbonding orbitals at exactly one
point `t` of `[0, π/2]`. -/
theorem disrotatory_crossing_unique :
    ∃! t : ℝ, t ∈ Set.Icc 0 (π / 2) ∧
      Module.finrank ℝ (LinearMap.ker (pathH 1 t).mulVecLin) = 2 := by
  obtain ⟨g0, g1, -⟩ := gold_spec
  have hm : arcsin gold ∈ Set.Icc 0 (π / 2) :=
    ⟨Real.arcsin_nonneg.mpr g0.le, Real.arcsin_le_pi_div_two gold⟩
  have hs : sin (arcsin gold) = gold := Real.sin_arcsin (by linarith) g1.le
  refine ⟨arcsin gold, ⟨hm, (disrotatory_crossing_iff hm).mpr hs⟩, ?_⟩
  rintro t ⟨ht, hk⟩
  have h := (disrotatory_crossing_iff ht).mp hk
  rw [← h]
  exact (Real.arcsin_sin (by linarith [ht.1, Real.pi_pos]) ht.2).symm
```

The notation `∃!` states that there is such a t and only one. The proof exhibits t = arcsin g, about 38 degrees, and uses the fact that arcsin undoes the sine on the interval.

## Out-of-phase closure on the same interval

With s = −1 the product of the four hoppings around the ring is negative wherever none of them vanishes. Reversing the sign convention of an orbital on one site changes two hoppings and leaves this product alone, so the Möbius sign is a property of the ring and not of the chosen basis. The quantity inside the square is now

cos² t + sin t = 1 − u² + u = 1 + u(1 − u) ≥ 1,

because 0 ≤ u ≤ 1. Squaring gives det H ≥ 1, with equality at both ends of the path.

```lean
/-- On the conrotatory path with `t` in `[0, π/2]`, the determinant is at least 1. -/
theorem conrotatory_det {t : ℝ} (ht : t ∈ Set.Icc 0 (π / 2)) :
    1 ≤ (pathH (-1) t).det := by
  have hu : 0 ≤ sin t :=
    Real.sin_nonneg_of_nonneg_of_le_pi ht.1 (by linarith [ht.2, Real.pi_pos])
  have hcs := Real.sin_sq_add_cos_sq t
  have h1 : 1 ≤ cos t ^ 2 - -1 * sin t := by
    nlinarith [mul_nonneg hu (sub_nonneg.mpr (Real.sin_le_one t))]
  rw [det_pathH]
  nlinarith
```

The product u(1 − u) ≥ 0 is the hint passed to `nlinarith`, and a second call squares the inequality.

Here the interval does real work. Changing t to −t has the same effect on H as changing the sign of s, so for −π/2 ≤ t < 0 the matrix labelled `-1` is a disrotatory one. At sin t = −g its determinant is zero. The restriction to 0 ≤ t ≤ π/2 is what lets s carry the stereochemistry.

## A nonzero orbital with energy x

The bound on the levels has two further hypotheses: v is not the zero vector, and H v = x v. Together they say that x is the energy of an actual orbital. The zero vector satisfies the equation for every x, including x = 0, so without `hv` the bound would fail.

By hand, the two hypotheses make det(x·1 − H) vanish. For s = −1 the coefficient of x² simplifies through

1 + 2 cos² t + sin² t = 3 − u²,

and with D = cos² t + sin t the secular equation reads

x⁴ − 3x² + u²x² + D² = 0.

Since u²x² ≥ 0 and D² ≥ 1, the left side is at least x⁴ − 3x² + 1, the secular polynomial of the open chain. This factors as

x⁴ − 3x² + 1 = (g² − x²)(3 − g² − x²),

because g²(3 − g²) = (1 − g)(2 + g) = 2 − g − g² = 1. If |x| were smaller than g, both factors would be positive: the first directly, the second because x² and g² are each below 1. The left side of the secular equation would then be positive, a contradiction. Therefore |x| ≥ g.

```lean
/-- On the conrotatory path with `t` in `[0, π/2]`, every orbital energy is at least
`(√5 - 1) / 2` away from the nonbonding level. -/
theorem conrotatory_gap {t x : ℝ} (ht : t ∈ Set.Icc 0 (π / 2)) {v : Fin 4 → ℝ}
    (hv : v ≠ 0) (hx : pathH (-1) t *ᵥ v = x • v) : gold ≤ |x| := by
  obtain ⟨g0, g1, hg⟩ := gold_spec
  have hcs := Real.sin_sq_add_cos_sq t
  have hD := conrotatory_det ht
  rw [det_pathH] at hD
  have hp : (x • (1 : Matrix (Fin 4) (Fin 4) ℝ) - pathH (-1) t).det = 0 := by
    apply Matrix.exists_mulVec_eq_zero_iff.mp
    exact ⟨v, hv, by rw [Matrix.sub_mulVec, Matrix.smul_mulVec, Matrix.one_mulVec, hx, sub_self]⟩
  rw [secular_pathH] at hp
  by_contra hlt
  have hy : x ^ 2 < gold ^ 2 := by
    rw [← sq_abs x]
    nlinarith [abs_nonneg x, not_le.mp hlt]
  -- compare with the secular polynomial `x⁴ - 3x² + 1` of the open chain
  have hpos : 0 < (gold ^ 2 - x ^ 2) * (3 - gold ^ 2 - x ^ 2) :=
    mul_pos (by linarith) (by nlinarith)
  have hopen : (gold ^ 2 - x ^ 2) * (3 - gold ^ 2 - x ^ 2) = x ^ 4 - 3 * x ^ 2 + 1 := by
    linear_combination (-(gold ^ 2 - gold - 1)) * hg
  have hp' : x ^ 4 - 3 * x ^ 2 + sin t ^ 2 * x ^ 2 + (cos t ^ 2 - -1 * sin t) ^ 2 = 0 := by
    linear_combination hp + 2 * x ^ 2 * hcs
  have hnn : 0 ≤ sin t ^ 2 * x ^ 2 := by positivity
  linarith
```

The Lean proof takes the same route. The hypotheses `hv` and `hx` enter only in `hp`, where they yield the vanishing secular determinant. The interval enters through `conrotatory_det`, which supplies D² ≥ 1. After `by_contra`, `hpos` is the positive product, `hopen` its expansion, and `hp'` the rearranged secular equation; `linarith` combines them into the contradiction.

The bound is reached at the start of the path. At t = 0 the closing hopping is zero, so the sign s has no effect and the theorem leaves it free. Acting on the amplitudes (1, g, −g, −1), H gives

(g, 1 − g, g − 1, −g) = (g, g², −g², −g) = g (1, g, −g, −1).

The squared length of this vector is 2 + 2g² = 5 − √5, so the normalised amplitudes are about (0.602, 0.372, −0.372, −0.602). This is the highest occupied π orbital of butadiene in the equal-bond Hückel model.

```lean
/-- At `t = 0` the energy `(√5 - 1) / 2` is an orbital energy, with amplitudes
`(1, g, -g, -1)` where `g = (√5 - 1) / 2`. -/
theorem gap_attained (s : ℝ) :
    pathH s 0 *ᵥ ![1, gold, -gold, -1] = gold • ![1, gold, -gold, -1] := by
  obtain ⟨-, -, hg⟩ := gold_spec
  rw [pathH_mulVec]
  ext i
  fin_cases i <;> simp <;> nlinarith [hg]

end

end ElectrocyclicHueckelPath
```

The proof compares the four components and uses g² + g = 1 for the inner two. Thus no constant larger than g could stand in the conrotatory bound for the whole interval.

```lean
#print axioms ElectrocyclicHueckelPath.disrotatory_crossing_unique
#print axioms ElectrocyclicHueckelPath.conrotatory_gap
#print axioms ElectrocyclicHueckelPath.gap_attained
```

```
'ElectrocyclicHueckelPath.disrotatory_crossing_unique' depends on axioms: [propext, Classical.choice, Quot.sound]
'ElectrocyclicHueckelPath.conrotatory_gap' depends on axioms: [propext, Classical.choice, Quot.sound]
'ElectrocyclicHueckelPath.gap_attained' depends on axioms: [propext, Classical.choice, Quot.sound]
```
